# Nonzero constant coupling gives a two-configuration torsion model a smooth barrier in place of a cusp

In a one-coordinate model of rotation about a double bond, a transition state can be identified as an angle where the first derivative of the energy is zero and the second is negative. This test needs an energy curve that has both derivatives at the top of the barrier. In the model below, the energy of the better single configuration has no derivative at the top, while the lowest eigenvalue has derivatives of every order, provided that the coupling is nonzero.

## Two configurations that cross at 90 degrees

Let \(\theta\) be the torsion angle. Each of two closed-shell configurations, \(\pi^2\) and \(\pi^{*2}\), places an electron pair in one orbital. The orbitals are named for their character at \(\theta=0\), bonding \(\pi\) and antibonding \(\pi^*\); followed past 90 degrees, they exchange these roles, but the names are kept. The configurations have energies \(-\cos\theta\) and \(\cos\theta\), and a real constant \(K\) couples them:

\[
H(\theta)=\begin{pmatrix}-\cos\theta & K\\ K & \cos\theta\end{pmatrix}.
\]

Energies are measured from the mean of the two diagonal elements, which the model takes to be the same at every angle, in units of half their separation at \(\theta=0\). The constant \(K\) stands for the two-electron exchange integral that moves an electron pair from one orbital to the other.

The lower diagonal element is \(-|\cos\theta|\). It plays the part of a restricted Hartree–Fock (RHF) curve without orbital relaxation that always occupies the better of the two configurations. Spin-flip methods describe both configurations on an equal footing from a triplet reference; the model shows what their coupling does to the barrier when \(K\) is constant and no other configuration takes part.

## The levels from the secular equation

Write \(c=\cos\theta\). For an eigenvector \((v_0,v_1)\) with energy \(E\),

\[
(E+c)\,v_0=K v_1,\qquad (E-c)\,v_1=K v_0 .
\]

Multiply the first equation by \(E-c\) and insert the second. This gives \((E^2-c^2)v_0=K^2v_0\). The same elimination with the roles exchanged gives \((E^2-c^2)v_1=K^2v_1\). Since one of the amplitudes is nonzero, \(E^2=c^2+K^2\).

Conversely, let \(E^2=c^2+K^2\). The vector \((K,\,E+c)\) satisfies both equations: the first is immediate, and the second reads \((E-c)(E+c)=K^2\). If this vector is nonzero, division by \(\sqrt{K^2+(E+c)^2}\) normalises it. If it is zero, then \(K=0\) and \(E=-c\), and \((1,0)\) is an eigenvector.

Every level therefore satisfies \(E\ge-|E|=-\sqrt{c^2+K^2}\), and the right-hand side is itself a level. The lowest eigenvalue is

\[
E_0(\theta)=-\sqrt{\cos^2\theta+K^2}.
\]

## Slopes and curvature at the top

Just left of \(\pi/2\) the cosine is positive, so the lower diagonal energy is \(-\cos\theta\), with slope \(\sin(\pi/2)=1\) at the crossing. Just right of it the energy is \(\cos\theta\), with slope \(-1\). The two slopes differ, so there is no derivative.

For \(K\neq0\) the radicand is at least \(K^2>0\). The square root is smooth on positive numbers, so \(E_0\) is infinitely differentiable, and the chain rule gives

\[
E_0'(\theta)=\frac{\sin\theta\cos\theta}{\sqrt{\cos^2\theta+K^2}} .
\]

At \(\pi/2\) the numerator is zero, its derivative \(\cos^2\theta-\sin^2\theta\) is \(-1\), and the denominator is \(|K|\). The quotient rule then leaves \(E_0''(\pi/2)=-1/|K|\), so weak coupling makes a sharply curved top.

Finally, \(\sqrt{\cos^2\theta+K^2}\ge|K|\), with equality exactly when \(\cos\theta=0\). Hence \(E_0\le-|K|\), and the maximum is reached only where the two configurations are degenerate.

## Zero coupling brings the cusp back

Take \(K=0\). Then \(E_0(\theta)=-\sqrt{\cos^2\theta}=-|\cos\theta|\), which is the single-configuration curve with its cusp. The maximum at \(\pi/2\) survives, but differentiability fails.

## What the main theorem says

`cusp_replaced_by_smooth_barrier` takes a nonzero real `K` and any function `E` such that `E θ` is the least element of `energyLevels K θ` at every real angle, in radians. That set contains the numbers with a nonzero real eigenvector of `torsionH K θ`, so the closed formula is a consequence and not an assumption. The conclusion has four parts:

- `singleConfigEnergy K`, the minimum of the two diagonal entries, is not differentiable at `π / 2`.
- `E` is infinitely differentiable on the whole line, written `ContDiff ℝ ∞ E`.
- No value of `E` exceeds `E (π / 2)`.
- `E θ` equals that value exactly when `Real.cos θ = 0`.

The model leaves out orbital relaxation, the dependence of \(K\) on the angle, the open-shell configurations and all other nuclear coordinates.

## The Lean file

```lean
import Mathlib

open scoped Real Matrix ContDiff Topology

namespace TorsionBarrier

noncomputable section

/-- The two-configuration torsion Hamiltonian: diagonal energies `-cos θ` and `cos θ`,
constant coupling `K`. -/
def torsionH (K θ : ℝ) : Matrix (Fin 2) (Fin 2) ℝ :=
  !![-Real.cos θ, K; K, Real.cos θ]

/-- The energy of the better single configuration: the lower diagonal element. -/
def singleConfigEnergy (K θ : ℝ) : ℝ :=
  min (torsionH K θ 0 0) (torsionH K θ 1 1)

/-- The energy levels at torsion angle `θ`: the eigenvalues of the Hamiltonian. -/
def energyLevels (K θ : ℝ) : Set ℝ :=
  {E | ∃ v : Fin 2 → ℝ, v ≠ 0 ∧ torsionH K θ *ᵥ v = E • v}

/-- The closed formula `-√(cos² θ + K²)`. -/
def groundEnergy (K θ : ℝ) : ℝ :=
  -Real.sqrt (Real.cos θ ^ 2 + K ^ 2)

/-- The lower diagonal energy is `-|cos θ|`. -/
theorem singleConfigEnergy_eq (K θ : ℝ) : singleConfigEnergy K θ = -|Real.cos θ| := by
  have h : singleConfigEnergy K θ = min (-Real.cos θ) (Real.cos θ) := rfl
  rw [h]
  rcases le_total 0 (Real.cos θ) with hc | hc
  · rw [abs_of_nonneg hc, min_eq_left (by linarith)]
  · rw [abs_of_nonpos hc, min_eq_right (by linarith), neg_neg]

/-- Secular equation: `E` is an energy level exactly when `E² = cos² θ + K²`. -/
theorem mem_energyLevels_iff (K θ E : ℝ) :
    E ∈ energyLevels K θ ↔ E ^ 2 = Real.cos θ ^ 2 + K ^ 2 := by
  constructor
  · rintro ⟨v, hv, h⟩
    have h0 := congrFun h 0
    have h1 := congrFun h 1
    simp [torsionH, Matrix.mulVec, dotProduct, Fin.sum_univ_two] at h0 h1
    by_contra hE
    have hne : E ^ 2 - (Real.cos θ ^ 2 + K ^ 2) ≠ 0 := sub_ne_zero.mpr hE
    -- eliminating one amplitude leaves the secular determinant times the other
    have a0 : (E ^ 2 - (Real.cos θ ^ 2 + K ^ 2)) * v 0 = 0 := by
      linear_combination (-(E - Real.cos θ)) * h0 - K * h1
    have a1 : (E ^ 2 - (Real.cos θ ^ 2 + K ^ 2)) * v 1 = 0 := by
      linear_combination (-K) * h0 - (E + Real.cos θ) * h1
    apply hv
    funext i
    fin_cases i
    · exact (mul_eq_zero.mp a0).resolve_left hne
    · exact (mul_eq_zero.mp a1).resolve_left hne
  · intro hE
    by_cases hK : K = 0 ∧ E = -Real.cos θ
    · obtain ⟨rfl, rfl⟩ := hK
      refine ⟨![1, 0], fun h => by simpa using congrFun h 0, ?_⟩
      ext i
      fin_cases i <;> simp [torsionH, Matrix.mulVec, dotProduct, Fin.sum_univ_two]
    · -- the vector `(K, E + cos θ)` is an eigenvector
      have e0 : -Real.cos θ * K + K * (E + Real.cos θ) = E * K := by ring
      have e1 : K * K + Real.cos θ * (E + Real.cos θ) = E * (E + Real.cos θ) := by
        linear_combination -hE
      refine ⟨![K, E + Real.cos θ], fun h => hK ⟨by simpa using congrFun h 0, ?_⟩, ?_⟩
      · have h1 : E + Real.cos θ = 0 := congrFun h 1
        linarith
      · ext i
        fin_cases i
        · simpa [torsionH, Matrix.mulVec, dotProduct, Fin.sum_univ_two] using e0
        · simpa [torsionH, Matrix.mulVec, dotProduct, Fin.sum_univ_two] using e1

/-- The lowest eigenvalue of the torsion Hamiltonian is `-√(cos² θ + K²)`. -/
theorem groundEnergy_isLeast (K θ : ℝ) : IsLeast (energyLevels K θ) (groundEnergy K θ) := by
  constructor
  · rw [mem_energyLevels_iff, groundEnergy, neg_sq, Real.sq_sqrt (by positivity)]
  · intro E hE
    rw [mem_energyLevels_iff] at hE
    rw [groundEnergy, ← hE, Real.sqrt_sq_eq_abs]
    exact neg_abs_le E

/-- At `θ = π/2` the single-configuration energy has slope `1` from the left and `-1` from
the right, and it is not differentiable there. -/
theorem singleConfigEnergy_cusp (K : ℝ) :
    HasDerivWithinAt (singleConfigEnergy K) 1 (Set.Iic (π / 2)) (π / 2) ∧
    HasDerivWithinAt (singleConfigEnergy K) (-1) (Set.Ici (π / 2)) (π / 2) ∧
    ¬ DifferentiableAt ℝ (singleConfigEnergy K) (π / 2) := by
  have hpi := Real.pi_pos
  have dl : HasDerivAt (fun θ => -Real.cos θ) 1 (π / 2) :=
    (Real.hasDerivAt_cos (π / 2)).fun_neg.congr_deriv (by simp)
  have dr : HasDerivAt (fun θ => Real.cos θ) (-1) (π / 2) :=
    (Real.hasDerivAt_cos (π / 2)).congr_deriv (by simp)
  -- left of the cusp the first configuration is lower, right of it the second
  have hl : HasDerivWithinAt (singleConfigEnergy K) 1 (Set.Iic (π / 2)) (π / 2) := by
    refine dl.hasDerivWithinAt.congr_of_eventuallyEq ?_ (by simp [singleConfigEnergy_eq])
    filter_upwards [self_mem_nhdsWithin, mem_nhdsWithin_of_mem_nhds
      (Ioi_mem_nhds (show (0 : ℝ) < π / 2 by linarith))] with θ h1 h2
    have h1' : θ ≤ π / 2 := h1
    have h2' : 0 < θ := h2
    rw [singleConfigEnergy_eq, abs_of_nonneg
      (Real.cos_nonneg_of_neg_pi_div_two_le_of_le (by linarith) h1')]
  have hr : HasDerivWithinAt (singleConfigEnergy K) (-1) (Set.Ici (π / 2)) (π / 2) := by
    refine dr.hasDerivWithinAt.congr_of_eventuallyEq ?_ (by simp [singleConfigEnergy_eq])
    filter_upwards [self_mem_nhdsWithin, mem_nhdsWithin_of_mem_nhds
      (Iio_mem_nhds (show π / 2 < π by linarith))] with θ h1 h2
    have h1' : π / 2 ≤ θ := h1
    have h2' : θ < π := h2
    rw [singleConfigEnergy_eq, abs_of_nonpos
      (Real.cos_nonpos_of_pi_div_two_le_of_le h1' (by linarith)), neg_neg]
  refine ⟨hl, hr, fun h => ?_⟩
  have e1 := UniqueDiffWithinAt.eq_deriv _
    (uniqueDiffOn_Iic (π / 2) (π / 2) (Set.mem_Iic.2 le_rfl)) h.hasDerivAt.hasDerivWithinAt hl
  have e2 := UniqueDiffWithinAt.eq_deriv _
    (uniqueDiffOn_Ici (π / 2) (π / 2) (Set.mem_Ici.2 le_rfl)) h.hasDerivAt.hasDerivWithinAt hr
  linarith

/-- For nonzero coupling the slope of `-√(cos² θ + K²)` is
`sin θ cos θ / √(cos² θ + K²)` at every angle. -/
theorem groundEnergy_slope {K : ℝ} (hK : K ≠ 0) (θ : ℝ) :
    HasDerivAt (groundEnergy K)
      (Real.sin θ * Real.cos θ / Real.sqrt (Real.cos θ ^ 2 + K ^ 2)) θ := by
  have hne : Real.cos θ ^ 2 + K ^ 2 ≠ 0 := by positivity
  have h1 : HasDerivAt (fun x => Real.cos x ^ 2 + K ^ 2)
      (-(2 * Real.cos θ * Real.sin θ)) θ :=
    (((Real.hasDerivAt_cos θ).fun_pow 2).add_const (K ^ 2)).congr_deriv (by simp)
  exact (h1.sqrt hne).fun_neg.congr_deriv (by ring)

/-- The energy `-√(cos² θ + K²)` never exceeds `-|K|`, and equals it exactly where the two
configurations are degenerate, `cos θ = 0`. -/
theorem groundEnergy_barrier (K θ : ℝ) :
    groundEnergy K θ ≤ -|K| ∧ (groundEnergy K θ = -|K| ↔ Real.cos θ = 0) := by
  rw [← Real.sqrt_sq_eq_abs, groundEnergy]
  refine ⟨neg_le_neg (Real.sqrt_le_sqrt (by nlinarith [sq_nonneg (Real.cos θ)])), ?_⟩
  rw [neg_inj, Real.sqrt_inj (by positivity) (by positivity)]
  constructor
  · intro h
    have h2 : Real.cos θ ^ 2 = 0 := by linarith
    exact (pow_eq_zero_iff two_ne_zero).1 h2
  · intro h
    simp [h]

/-- For nonzero coupling the second derivative of `-√(cos² θ + K²)` at `θ = π/2`
is `-1/|K|`. -/
theorem groundEnergy_curvature {K : ℝ} (hK : K ≠ 0) :
    HasDerivAt (deriv (groundEnergy K)) (-1 / |K|) (π / 2) := by
  have hk : |K| ≠ 0 := abs_ne_zero.mpr hK
  have hg : groundEnergy K (π / 2) = -|K| :=
    (groundEnergy_barrier K (π / 2)).2.2 Real.cos_pi_div_two
  have hd : deriv (groundEnergy K) =
      fun θ => Real.sin θ * Real.cos θ / (-groundEnergy K θ) := by
    funext θ
    rw [(groundEnergy_slope hK θ).deriv, groundEnergy, neg_neg]
  rw [hd]
  -- quotient rule, evaluated where `cos θ = 0` and `sin θ = 1`
  refine (((Real.hasDerivAt_sin (π / 2)).fun_mul (Real.hasDerivAt_cos (π / 2))).fun_div
    (groundEnergy_slope hK (π / 2)).fun_neg (by rw [hg, neg_neg]; exact hk)).congr_deriv ?_
  simp only [hg, Real.cos_pi_div_two, Real.sin_pi_div_two, mul_zero, zero_div,
    neg_neg, neg_zero, sub_zero, zero_add, one_mul]
  field_simp

/-- The energy `-√(cos² θ + K²)` is differentiable at `θ = π/2` if and only if the coupling
is nonzero. -/
theorem groundEnergy_differentiableAt_iff (K : ℝ) :
    DifferentiableAt ℝ (groundEnergy K) (π / 2) ↔ K ≠ 0 := by
  refine ⟨?_, fun hK => (groundEnergy_slope hK _).differentiableAt⟩
  rintro h rfl
  have e : groundEnergy 0 = singleConfigEnergy 0 := by
    funext θ
    simp [groundEnergy, singleConfigEnergy_eq, Real.sqrt_sq_eq_abs]
  rw [e] at h
  exact (singleConfigEnergy_cusp 0).2.2 h

/-- Let `E θ` be the lowest eigenvalue at each angle, with nonzero coupling. The lower diagonal
energy is not differentiable at `π/2`, while `E` is infinitely differentiable and has its global
maximum at `π/2`, a value it takes only where `cos θ = 0`. -/
theorem cusp_replaced_by_smooth_barrier {K : ℝ} (hK : K ≠ 0) (E : ℝ → ℝ)
    (hE : ∀ θ, IsLeast (energyLevels K θ) (E θ)) :
    ¬ DifferentiableAt ℝ (singleConfigEnergy K) (π / 2) ∧
    ContDiff ℝ ∞ E ∧
    (∀ θ, E θ ≤ E (π / 2)) ∧
    (∀ θ, E θ = E (π / 2) ↔ Real.cos θ = 0) := by
  -- the lowest eigenvalue is unique, so `E` is the closed formula
  have e : E = groundEnergy K := funext fun θ => (hE θ).unique (groundEnergy_isLeast K θ)
  have hg : groundEnergy K (π / 2) = -|K| :=
    (groundEnergy_barrier K (π / 2)).2.2 Real.cos_pi_div_two
  have hne : ∀ θ : ℝ, Real.cos θ ^ 2 + K ^ 2 ≠ 0 := fun θ => by positivity
  rw [e, hg]
  refine ⟨(singleConfigEnergy_cusp K).2.2, ?_, fun θ => (groundEnergy_barrier K θ).1,
    fun θ => (groundEnergy_barrier K θ).2⟩
  -- the square root is smooth because its argument never vanishes
  exact (((Real.contDiff_cos.pow 2).add contDiff_const).sqrt hne).neg

end

end TorsionBarrier
```

```lean
#print axioms TorsionBarrier.groundEnergy_curvature
#print axioms TorsionBarrier.groundEnergy_differentiableAt_iff
#print axioms TorsionBarrier.cusp_replaced_by_smooth_barrier
```

```
'TorsionBarrier.groundEnergy_curvature' depends on axioms: [propext, Classical.choice, Quot.sound]
'TorsionBarrier.groundEnergy_differentiableAt_iff' depends on axioms: [propext, Classical.choice, Quot.sound]
'TorsionBarrier.cusp_replaced_by_smooth_barrier' depends on axioms: [propext, Classical.choice, Quot.sound]
```

## How the proof follows the derivation

`singleConfigEnergy_eq` splits on the sign of the cosine to identify the minimum with \(-|\cos\theta|\).

`mem_energyLevels_iff` is the secular equation. Its `linear_combination` steps `a0` and `a1` carry out the two eliminations; if the secular equation failed, both amplitudes would vanish. The converse supplies the eigenvectors given above, with the case \(K=0\), \(E=-c\) treated separately. `groundEnergy_isLeast` then picks out the lower root by `neg_abs_le`.

`singleConfigEnergy_cusp` replaces the curve by \(-\cos\theta\) on the left and by \(\cos\theta\) on the right, near the crossing. A derivative at \(\pi/2\) would have to equal both one-sided slopes, and `linarith` rejects \(1=-1\).

`groundEnergy_slope` applies the chain rule, with `positivity` showing that the radicand is nonzero. `groundEnergy_barrier` compares the square roots and settles the case of equality. `groundEnergy_curvature` writes the denominator of the slope as `-groundEnergy K θ`, so that the quotient rule can use the slope already found.

`groundEnergy_differentiableAt_iff` contains the counter-example: at zero coupling the two energy functions coincide, and the cusp theorem applies.

In the main theorem, uniqueness of a least element identifies `E` with `groundEnergy K`. The barrier and cusp lemmas give three of the four parts, and smoothness follows by composing the cosine, the square and the square root away from zero.
